# Counting the time-symmetric cycles of a reversible step on a finite phase space from fixed points

To find the time-symmetric periodic orbits of a reversible integrator on a finite grid, one can start runs only from states unchanged by time reversal, or by time reversal followed by one step, and skip all other states. The problems below show that this search reaches every such orbit, and how many there are.

Let X be the set of states, S the time step and R the time reversal. The step is a bijection (`Equiv.Perm X`), so no two states merge. `IsReversor S R` says that R(R x) = x and R(S(R x)) = S⁻¹x for every state x: reversing, stepping and reversing again undoes one step.

```lean
import Mathlib

open Finset

namespace ReversibleCycles

variable {X : Type*}

/-- `R` is a time reversal for the step `S`: it is an involution, and reversing, stepping and
reversing again undoes one step. -/
def IsReversor (S : Equiv.Perm X) (R : X → X) : Prop :=
  Function.Involutive R ∧ ∀ x, R (S (R x)) = S⁻¹ x
```

## (a) Reversal after k steps

Show that reversing after k steps equals reversing first and then going back k steps, for every integer k:

R(Sᵏx) = S⁻ᵏ(R x)

Put R x in place of x in R(S(R x)) = S⁻¹x. Since R(R x) = x, this gives R S = S⁻¹R, or R S R⁻¹ = S⁻¹. Taking the k-th power of both sides gives R SᵏR⁻¹ = S⁻ᵏ. In Lean, `SemiconjBy` states the relation for one step and `zpow_right` raises it to the power k.

```lean
/-- Reversing after `k` steps is the same as reversing first and then going back `k` steps. -/
theorem reversor_zpow {S : Equiv.Perm X} {R : X → X} (h : IsReversor S R) (k : ℤ) (x : X) :
    R ((S ^ k) x) = (S ^ (-k)) (R x) := by
  have step : ∀ x, R (S x) = S⁻¹ (R x) := fun x => by
    have e := h.2 (R x)
    rwa [h.1 x] at e
  have hs : SemiconjBy (h.1.toPerm R) S S⁻¹ := Equiv.ext fun x => step x
  have e := (hs.zpow_right k).eq
  rw [inv_zpow'] at e
  exact DFunLike.congr_fun e x
```

From here on X is finite. Write C(x) for `cycleThrough S x`, the cycle through x; a fixed point of S is a cycle of one state. `symmetricCycles S R` collects the cycles that R maps onto themselves as sets; the individual states may move.

```lean
variable [Fintype X] [DecidableEq X]

/-- The cycle of `S` through the state `x`; it is `{x}` if `x` is a fixed point. -/
def cycleThrough (S : Equiv.Perm X) (x : X) : Finset X :=
  univ.filter fun y => S.SameCycle x y

/-- The cycles of `S`, fixed points included, that `R` maps onto themselves. -/
def symmetricCycles (S : Equiv.Perm X) (R : X → X) : Finset (Finset X) :=
  (univ.image (cycleThrough S)).filter fun C => C.image R = C
```

Let Nₖ be the number of states x on C(y) with Sᵏ(R x) = x. In Lean this is `crossings S R y (S ^ k)`; the name means fixed points, not intersections of curves.

```lean
/-- The number of states on the cycle through `y` that are fixed by `T` after `R`. -/
def crossings (S : Equiv.Perm X) (R : X → X) (y : X) (T : Equiv.Perm X) : ℕ :=
  #{x ∈ cycleThrough S y | T (R x) = x}
```

## (b) Membership of a cycle

Show that y lies on the cycle through x exactly when some number of steps, forward or backward, leads from x to y:

y ∈ C(x) ⇔ Sᵏx = y for some integer k

The right side is the meaning of `S.SameCycle x y`, the condition by which C(x) was selected.

```lean
/-- A state lies on the cycle through `x` exactly when steps of `S` lead to it from `x`. -/
theorem mem_cycleThrough {S : Equiv.Perm X} {x y : X} :
    y ∈ cycleThrough S x ↔ S.SameCycle x y := by
  simp only [cycleThrough, mem_filter, mem_univ, true_and]
```

## (c) One state decides the symmetry

Show that a cycle is symmetric exactly when it contains the reverse of its state x:

R(C(x)) = C(x) ⇔ R x ∈ C(x)

If the cycle is symmetric, x ∈ C(x) gives R x ∈ C(x). Conversely, let R x ∈ C(x) and z = Sᵏx. By (a), R z = S⁻ᵏ(R x), which is again on C(x); this is `key` in the proof. So R maps C(x) into itself, and z = R(R z) shows that every z is reached.

```lean
/-- Time reversal maps a cycle onto itself exactly when the reversed state `R x` lies on the
cycle through `x`. -/
theorem image_cycle_iff {S : Equiv.Perm X} {R : X → X} (h : IsReversor S R) (x : X) :
    (cycleThrough S x).image R = cycleThrough S x ↔ S.SameCycle x (R x) := by
  constructor
  · intro e
    rw [← mem_cycleThrough, ← e]
    exact mem_image_of_mem R (mem_cycleThrough.2 ⟨0, by simp⟩)
  · intro hx
    have key : ∀ z, S.SameCycle x z → S.SameCycle x (R z) := by
      rintro z ⟨k, rfl⟩
      rw [reversor_zpow h]
      exact hx.trans ⟨-k, rfl⟩
    ext z
    rw [mem_image, mem_cycleThrough]
    constructor
    · rintro ⟨w, hw, rfl⟩
      exact key w (mem_cycleThrough.1 hw)
    · intro hz
      exact ⟨R z, mem_cycleThrough.2 (key z hz), h.1 z⟩
```

## (d) Neighbouring counts

Show that on any cycle the sum of two neighbouring counts is the same for every integer k:

Nₖ + Nₖ₊₁ = N₀ + N₁

Let Sᵏ(R x) = x and z = S x. By (a),

Sᵏ⁺²(R z) = Sᵏ⁺²S⁻¹(R x) = Sᵏ⁺¹(R x) = S x = z.

The step S thus carries the states counted by Nₖ to those counted by Nₖ₊₂, and S⁻¹ carries them back. Hence Nₖ = Nₖ₊₂ (`two`, through `card_bij`), and so Nₖ₊₁ + Nₖ₊₂ = Nₖ + Nₖ₊₁. Induction upward and downward from k = 0 finishes the proof.

```lean
/-- If `R` is a time reversal for `S`, then on any cycle the fixed points of `S ^ k` after `R` and
of `S ^ (k + 1)` after `R` have a total number that does not depend on `k`. -/
theorem crossings_pair {S : Equiv.Perm X} {R : X → X} (h : IsReversor S R) (y : X) (k : ℤ) :
    crossings S R y (S ^ k) + crossings S R y (S ^ (k + 1)) =
      crossings S R y (S ^ (0 : ℤ)) + crossings S R y (S ^ (1 : ℤ)) := by
  have zz : ∀ (i j : ℤ) (z : X), (S ^ i) ((S ^ j) z) = (S ^ (i + j)) z := fun i j z => by
    rw [zpow_add]; rfl
  -- one step of `S` carries the fixed points for `k` onto those for `k + 2`
  have two : ∀ k : ℤ, crossings S R y (S ^ k) = crossings S R y (S ^ (k + 2)) := by
    intro k
    apply card_bij (fun x _ => (S ^ (1 : ℤ)) x)
    · intro x hx
      obtain ⟨hc, hf⟩ := mem_filter.1 hx
      refine mem_filter.2 ⟨mem_cycleThrough.2 ((mem_cycleThrough.1 hc).trans ⟨1, rfl⟩), ?_⟩
      rw [reversor_zpow h, zz, show k + 2 + -1 = 1 + k by ring, ← zz, hf]
    · intro a _ b _ e
      exact (S ^ (1 : ℤ)).injective e
    · intro z hz
      obtain ⟨hc, hf⟩ := mem_filter.1 hz
      refine ⟨(S ^ (-1 : ℤ)) z, mem_filter.2
        ⟨mem_cycleThrough.2 ((mem_cycleThrough.1 hc).trans ⟨-1, rfl⟩), ?_⟩, ?_⟩
      · rw [reversor_zpow h, zz, show k + -(-1) = -1 + (k + 2) by ring, ← zz, hf]
      · rw [zz, show (1 : ℤ) + -1 = 0 by ring, zpow_zero]; rfl
  induction k using Int.induction_on with
  | zero => rw [zero_add]
  | succ n ih =>
    have e := two n
    rw [show (n : ℤ) + 1 + 1 = n + 2 by ring]
    linarith
  | pred n ih =>
    have e := two (-(n : ℤ) - 1)
    rw [show -(n : ℤ) - 1 + 2 = -n + 1 by ring] at e
    rw [show -(n : ℤ) - 1 + 1 = -n by ring]
    linarith
```

## (e) Summing over all powers of the step

Let G be the finite set of distinct powers of S, |G| its size and c an integer. Show for a symmetric cycle C(y) that

Σ_{g∈G} #{x ∈ C(y) : Sᶜg(R x) = x} = |G|

Exchange the sums (`swap`): for each x on the cycle, count the g with Sᶜg(R x) = x. By symmetry R x = Sʲy for some integer j. The map g ↦ SᶜgSʲ is a bijection of G, so the count equals the number of g with g y = x. Each g sends y to exactly one x on the cycle, so these numbers add up to |G| (`fib`).

```lean
/-- On a symmetric cycle, the fixed points of `S ^ c * g` after `R`, summed over all powers `g`
of `S`, are as many as the powers of `S`. -/
theorem sum_crossings {S : Equiv.Perm X} {R : X → X} (h : IsReversor S R) {y : X}
    (hy : S.SameCycle y (R y)) (G : Finset (Equiv.Perm X))
    (hG : ∀ g, g ∈ G ↔ ∃ k : ℤ, S ^ k = g) (c : ℤ) :
    ∑ g ∈ G, crossings S R y (S ^ c * g) = G.card := by
  have swap : ∑ g ∈ G, crossings S R y (S ^ c * g) =
      ∑ x ∈ cycleThrough S y, #{g ∈ G | (S ^ c * g) (R x) = x} := by
    simp only [crossings, card_filter]
    exact sum_comm
  have fib : G.card = ∑ x ∈ cycleThrough S y, #{g ∈ G | g y = x} := by
    apply card_eq_sum_card_fiberwise (f := fun g : Equiv.Perm X => g y)
    intro g hg
    obtain ⟨k, rfl⟩ := (hG g).1 (mem_coe.1 hg)
    exact mem_coe.2 (mem_cycleThrough.2 ⟨k, rfl⟩)
  rw [swap, fib]
  apply sum_congr rfl
  intro x hx
  -- `R x` is on the cycle, so it is `S ^ j` applied to the base point `y` for some `j`
  have hRx : R x ∈ cycleThrough S y := by
    rw [← (image_cycle_iff h y).2 hy]
    exact mem_image_of_mem R hx
  obtain ⟨j, hj⟩ := mem_cycleThrough.1 hRx
  apply card_bij (fun g _ => S ^ c * g * S ^ j)
  · intro g hg
    obtain ⟨hg1, hg2⟩ := mem_filter.1 hg
    obtain ⟨k, rfl⟩ := (hG g).1 hg1
    refine mem_filter.2 ⟨(hG _).2 ⟨c + k + j, by rw [zpow_add, zpow_add]⟩, ?_⟩
    change (S ^ c * S ^ k) ((S ^ j) y) = x
    rw [hj]
    exact hg2
  · intro a _ b _ e
    exact mul_left_cancel (mul_right_cancel e)
  · intro g hg
    obtain ⟨hg1, hg2⟩ := mem_filter.1 hg
    obtain ⟨k, rfl⟩ := (hG g).1 hg1
    have e : S ^ c * S ^ (k - c - j) * S ^ j = S ^ k := by
      rw [← zpow_add, ← zpow_add]
      congr 1
      ring
    refine ⟨S ^ (k - c - j), mem_filter.2 ⟨(hG _).2 ⟨_, rfl⟩, ?_⟩, e⟩
    rw [← hj]
    exact (DFunLike.congr_fun e y).trans hg2
```

## (f) Fixed points on one symmetric cycle

Show that for a symmetric cycle C(y)

#{x ∈ C(y) : R x = x} + #{x ∈ C(y) : S(R x) = x} = 2

The left side is N₀ + N₁. Sum Nₖ + Nₖ₊₁ over the powers g = Sᵏ in G. By (e) with c = 0 and c = 1 the total is 2|G|; by (d) it is |G|(N₀ + N₁). Since G contains the identity, |G| > 0 can be divided out. A state fixed by both maps counts twice.

```lean
/-- On a cycle that time reversal maps onto itself, the number of fixed points of `R` plus that
of `S` after `R` is two. -/
theorem symmetric_cycle_two {S : Equiv.Perm X} {R : X → X} (h : IsReversor S R) {y : X}
    (hy : S.SameCycle y (R y)) :
    #{x ∈ cycleThrough S y | R x = x} + #{x ∈ cycleThrough S y | S (R x) = x} = 2 := by
  obtain ⟨G, hG⟩ : ∃ G : Finset (Equiv.Perm X), ∀ g, g ∈ G ↔ ∃ k : ℤ, S ^ k = g :=
    ⟨(Set.toFinite (Set.range fun k : ℤ => S ^ k)).toFinset,
      fun g => Set.Finite.mem_toFinset _⟩
  have hsum : ∑ g ∈ G, (crossings S R y (S ^ (0 : ℤ) * g) + crossings S R y (S ^ (1 : ℤ) * g)) =
      ∑ g ∈ G, (crossings S R y (S ^ (0 : ℤ)) + crossings S R y (S ^ (1 : ℤ))) := by
    apply sum_congr rfl
    intro g hg
    obtain ⟨k, rfl⟩ := (hG g).1 hg
    rw [← zpow_add, ← zpow_add, zero_add, add_comm (1 : ℤ) k]
    exact crossings_pair h y k
  rw [sum_add_distrib, sum_crossings h hy G hG 0, sum_crossings h hy G hG 1, sum_const,
    smul_eq_mul] at hsum
  have hpos : 0 < G.card := card_pos.2 ⟨1, (hG 1).2 ⟨0, zpow_zero S⟩⟩
  have e : crossings S R y (S ^ (0 : ℤ)) + crossings S R y (S ^ (1 : ℤ)) = 2 := by
    apply Nat.eq_of_mul_eq_mul_left hpos
    linarith
  rw [zpow_zero, zpow_one] at e
  exact e
```

## (g) Sorting states by cycle

Let P be a property of states such that P(x) implies R x ∈ C(x). Show that

#{x : P(x)} = Σ_C #{x ∈ C : P(x)}, with C running over the symmetric cycles

Every state lies on exactly one cycle, and by (c) a state with property P lies on a symmetric one. Lean groups the states by the map x ↦ C(x) with `card_eq_sum_card_fiberwise`.

```lean
/-- If `R` is a time reversal for `S`, then states with a property that forces `R x` onto the cycle
through `x` can be counted symmetric cycle by symmetric cycle. -/
theorem card_eq_sum_symmetric {S : Equiv.Perm X} {R : X → X} (h : IsReversor S R)
    (P : X → Prop) [DecidablePred P] (hP : ∀ x, P x → S.SameCycle x (R x)) :
    #{x | P x} = ∑ C ∈ symmetricCycles S R, #{x ∈ C | P x} := by
  rw [card_eq_sum_card_fiberwise (f := cycleThrough S) (t := symmetricCycles S R)]
  · apply sum_congr rfl
    intro C hC
    obtain ⟨y, _, rfl⟩ := mem_image.1 (mem_filter.1 hC).1
    have same : ∀ x, cycleThrough S x = cycleThrough S y ↔ S.SameCycle y x := by
      intro x
      constructor
      · intro e
        rw [← mem_cycleThrough, ← e]
        exact mem_cycleThrough.2 ⟨0, by simp⟩
      · intro e
        ext z
        rw [mem_cycleThrough, mem_cycleThrough]
        exact ⟨fun hz => e.trans hz, fun hz => e.symm.trans hz⟩
    congr 1
    ext x
    simp only [mem_filter, mem_univ, true_and, same, mem_cycleThrough]
    exact and_comm
  · intro x hx
    exact mem_coe.2 (mem_filter.2 ⟨mem_image_of_mem _ (mem_univ x),
      (image_cycle_iff h x).2 (hP x (mem_filter.1 (mem_coe.1 hx)).2)⟩)
```

## (h) The total count

Let M be the number of symmetric cycles. Show that

#{x : R x = x} + #{x : S(R x) = x} = 2M

If R x = x, then R x is on C(x). If S(R x) = x, then R x = S⁻¹x is too. So (g) applies to both properties, and by (f) each symmetric cycle contributes two.

In the smallest nonempty case, a single state, S and R are both the identity and the equation reads 1 + 1 = 2·1.

```lean
/-- For a reversible step `S` on a finite phase space, the fixed points of `R` plus those of `S`
after `R` number twice the cycles of `S` that `R` maps onto themselves. -/
theorem fixed_points_eq_twice_symmetric_cycles {S : Equiv.Perm X} {R : X → X}
    (h : IsReversor S R) :
    #{x | R x = x} + #{x | S (R x) = x} = 2 * #(symmetricCycles S R) := by
  rw [card_eq_sum_symmetric h (fun x => R x = x) (fun x hx => ⟨0, by simp [hx]⟩),
    card_eq_sum_symmetric h (fun x => S (R x) = x)
      (fun x hx => Equiv.Perm.SameCycle.symm ⟨1, by rw [zpow_one]; exact hx⟩),
    ← sum_add_distrib, mul_comm]
  apply sum_const_nat
  intro C hC
  obtain ⟨hC1, hC2⟩ := mem_filter.1 hC
  obtain ⟨y, _, rfl⟩ := mem_image.1 hC1
  exact symmetric_cycle_two h ((image_cycle_iff h y).1 hC2)
```

For the position form of the Verlet integrator, a state is a pair (q, q′) of successive positions on a periodic grid A, a commutative group. The table f gives the force term (force times squared time step over mass), rounded to grid units:

S(q, q′) = (q′, 2q′ − q + f(q′))

```lean
variable {A : Type*} [AddCommGroup A]

/-- The Verlet step on a periodic position grid `A`: the stored positions `(q, q')` become
`(q', 2 q' - q + f q')`, where `f` is the tabulated force term in grid units. -/
def verlet (f : A → A) : Equiv.Perm (A × A) where
  toFun z := (z.2, z.2 + z.2 - z.1 + f z.2)
  invFun z := (z.1 + z.1 - z.2 + f z.1, z.1)
  left_inv z := Prod.ext (by dsimp only; abel) rfl
  right_inv z := Prod.ext rfl (by dsimp only; abel)
```

## (i) Reversing the Verlet step

Show that the exchange R(q, q′) = (q′, q) is a time reversal for every table f:

R(S(R(q, q′))) = S⁻¹(q, q′)

The left side is R(S(q′, q)) = R(q, 2q − q′ + f(q)) = (2q − q′ + f(q), q), which is the inverse step. Exchanging twice changes nothing. Lean finds both by computation (`rfl`).

```lean
/-- Exchanging the two stored positions is a time reversal for the Verlet step on a grid, for
every force table. -/
theorem verlet_witness (f : A → A) : IsReversor (verlet f) Prod.swap :=
  ⟨fun _ => rfl, fun _ => rfl⟩
```

## (j) Symmetric Verlet cycles on an odd grid

Let A have an odd number |A| of points. Show that, whatever the force table,

M = |A|

The states fixed by R are the pairs (q, q), |A| in number (`c1`). Next, S(R(q, q′)) = (q, 2q − q′ + f(q)), which equals (q, q′) exactly when

2q′ = 2q + f(q).

If 2a = 2b, then d = a − b satisfies 2d = 0 and |A|d = 0, so d = 0 because |A| is odd. Doubling is therefore injective, and on a finite grid also surjective: each q has exactly one q′ (`half`), which gives |A| states fixed by S after R (`c2`). A state fixed by both maps is counted twice, as in (h). By (h), 2|A| = 2M.

On the two-point grid the number does depend on the force: f = 0 everywhere gives three symmetric cycles, f = 1 everywhere gives one.

For integer-arithmetic molecular dynamics on such an odd periodic grid, the states fixed by R or by S after R, at most 2|A| of the |A|² states, are enough as starts to reach all symmetric cycles. That a given program carries out exactly this map has to be established separately; rounding in ordinary floating-point Verlet can break the bijection.

```lean
/-- On a finite periodic grid with an odd number of points, the Verlet step has exactly as many
symmetric cycles as there are grid points, for every force table. -/
theorem verlet_symmetric_cycles [Fintype A] [DecidableEq A] (hodd : Odd (Fintype.card A))
    (f : A → A) : #(symmetricCycles (verlet f) Prod.swap) = Fintype.card A := by
  -- on an odd grid every displacement can be halved in exactly one way
  have inj : Function.Injective (fun a : A => a + a) := by
    intro a b e
    change a + a = b + b at e
    have d2 : (a - b) + (a - b) = 0 := by
      calc (a - b) + (a - b) = (a + a) - (b + b) := by abel
        _ = 0 := by rw [e, sub_self]
    obtain ⟨m, hm⟩ := hodd
    have hc : Fintype.card A • (a - b) = 0 := card_nsmul_eq_zero
    rw [hm, add_nsmul, one_nsmul, mul_nsmul, two_nsmul, d2, nsmul_zero, zero_add] at hc
    exact sub_eq_zero.1 hc
  choose half hh using Finite.surjective_of_injective inj
  have c1 : Fintype.card A = #{z : A × A | Prod.swap z = z} := by
    rw [← card_univ]
    apply card_bij (fun a _ => (a, a))
    · intro a _
      exact mem_filter.2 ⟨mem_univ _, rfl⟩
    · intro a _ b _ e
      exact congrArg Prod.fst e
    · rintro ⟨a, b⟩ hz
      have e : b = a := congrArg Prod.fst (mem_filter.1 hz).2
      exact ⟨a, mem_univ _, Prod.ext rfl e.symm⟩
  have c2 : Fintype.card A = #{z : A × A | verlet f (Prod.swap z) = z} := by
    rw [← card_univ]
    apply card_bij (fun a _ => (a, half (a + a + f a)))
    · intro a _
      refine mem_filter.2 ⟨mem_univ _, Prod.ext rfl ?_⟩
      change a + a - half (a + a + f a) + f a = half (a + a + f a)
      have e : half (a + a + f a) + half (a + a + f a) = a + a + f a := hh _
      generalize half (a + a + f a) = b at e ⊢
      calc a + a - b + f a = (a + a + f a) - b := by abel
        _ = b := by rw [← e]; abel
    · intro a _ b _ e
      exact congrArg Prod.fst e
    · rintro ⟨a, b⟩ hz
      have e : a + a - b + f a = b := congrArg Prod.snd (mem_filter.1 hz).2
      have e2 : a + a + f a = b + b := by
        calc a + a + f a = (a + a - b + f a) + b := by abel
          _ = b + b := by rw [e]
      exact ⟨a, mem_univ _, Prod.ext rfl (inj ((hh (a + a + f a)).trans e2))⟩
  have main := fixed_points_eq_twice_symmetric_cycles (verlet_witness f)
  rw [← c1, ← c2] at main
  omega

end ReversibleCycles
```

```lean
#print axioms ReversibleCycles.fixed_points_eq_twice_symmetric_cycles
#print axioms ReversibleCycles.verlet_symmetric_cycles
```

```
'ReversibleCycles.fixed_points_eq_twice_symmetric_cycles' depends on axioms: [propext, Classical.choice, Quot.sound]
'ReversibleCycles.verlet_symmetric_cycles' depends on axioms: [propext, Classical.choice, Quot.sound]
```
